# In finite dimension, $J_z$ and $J_+$ admit at most one lowering operator

If two complex square matrices $A$ and $B$ both serve as $J_-$ for the same $J_z$ and $J_+$, then $A=B$. Serving as $J_-$ means satisfying, with $\hbar=1$,

$$[J_z,J_-]=-J_-,\qquad [J_+,J_-]=2J_z .$$

No matrix is assumed Hermitian, and $J_-$ is not assumed to be the adjoint of $J_+$. The third ladder relation, $[J_z,J_+]=J_+$, is not needed for uniqueness.

This bears on angular momentum in a finite non-orthogonal basis $\chi_i$, if the matrix of an operator is taken to hold its expansion coefficients, as in $J_-\chi_j=\sum_i\chi_i\,(J_-)_{ij}$. The matrix of $J_-$ is then in general not the conjugate transpose of that of $J_+$, but the two relations still fix it. The integrals $\langle\chi_i|J_\pm|\chi_j\rangle$ form different matrices: they are conjugate transposes of each other in any basis, but without the inverse overlap matrix they do not in general obey the relations. That the matrices obey the relations exactly has to come from the physical setting. A truncated basis that the angular momentum operators do not map into itself generally spoils them.

```lean
import Mathlib

open Matrix

namespace LoweringOperatorUniqueness

noncomputable section
```

## The two relations that contain $J_-$

The letters $Z$, $P$, $M$ stand for $J_z$, $J_+$, $J_-$. The structure `IsLoweringFor Z P M` holds the two relations above as its fields `lower` and `comm`. It is stated in an arbitrary ring, so that it applies both to matrices and to operators on an infinite-dimensional space.

```lean
/-- `M` plays the role of `J-` for `Z = Jz` and `P = J+`: it satisfies the two ladder
relations that contain `J-`, namely `[Jz, J-] = -J-` and `[J+, J-] = 2 Jz`. -/
structure IsLoweringFor {R : Type*} [Ring R] (Z P M : R) : Prop where
  lower : Z * M - M * Z = -M
  comm : P * M - M * P = 2 * Z
```

## Commutators between two systems

Take two finite systems, with matrices $Z',P',M'$ of size $m$ and $Z,P,M$ of size $n$. In Lean, `m` and `n` are the finite index types that label the basis states. An $m\times n$ matrix $X$ maps states of the second system to states of the first. A pair $(A',A)$ acts on it by

$$\mathcal A X=A'X-XA ,$$

which is the ordinary commutator when the two systems coincide. `action A' A` is this linear map.

```lean
variable {m n : Type*} [Fintype m] [Fintype n]

/-- The action `X ↦ A' X - X A` of a pair of square matrices on rectangular matrices. -/
def action (A' : Matrix m m ℂ) (A : Matrix n n ℂ) : Module.End ℂ (Matrix m n ℂ) where
  toFun X := A' * X - X * A
  map_add' X Y := by
    simp only [Matrix.mul_add, Matrix.add_mul]
    abel
  map_smul' c X := by
    simp only [Matrix.mul_smul, Matrix.smul_mul, smul_sub, RingHom.id_apply]
```

For a second pair $(B',B)$ with action $\mathcal B$, expansion gives

$$\mathcal A\mathcal B X=A'B'X-A'XB-B'XA+XBA .$$

The mixed terms are the same in $\mathcal B\mathcal A X$, so

$$\mathcal A\mathcal B X-\mathcal B\mathcal A X=[A',B']X-X[A,B] .$$

The actions therefore obey the same commutation relations as the matrices.

```lean
/-- Exchanging two successive actions costs the action of the commutators. -/
theorem action_comm (A' B' : Matrix m m ℂ) (A B : Matrix n n ℂ) (X : Matrix m n ℂ) :
    action A' A (action B' B X) =
      action B' B (action A' A X) + action (A' * B' - B' * A') (A * B - B * A) X := by
  change A' * (B' * X - X * B) - (B' * X - X * B) * A =
    B' * (A' * X - X * A) - (A' * X - X * A) * B +
      ((A' * B' - B' * A') * X - X * (A * B - B * A))
  simp only [Matrix.mul_sub, Matrix.sub_mul, Matrix.mul_assoc]
  abel
```

The ladder relations have $-J_-$ and $2J_z$ on their right-hand sides, so the sign and the factor must pass through the action. First the sign:

```lean
private theorem action_neg (A' : Matrix m m ℂ) (A : Matrix n n ℂ) (X : Matrix m n ℂ) :
    action (-A') (-A) X = -action A' A X := by
  change -A' * X - X * -A = -(A' * X - X * A)
  rw [Matrix.neg_mul, Matrix.mul_neg]
  abel
```

Then the factor of two:

```lean
variable [DecidableEq m] [DecidableEq n]

private theorem action_two (A' : Matrix m m ℂ) (A : Matrix n n ℂ) (X : Matrix m n ℂ) :
    action (2 * A') (2 * A) X = (2 : ℂ) • action A' A X := by
  change 2 * A' * X - X * (2 * A) = (2 : ℂ) • (A' * X - X * A)
  rw [two_mul, two_mul, Matrix.add_mul, Matrix.mul_add, two_smul]
  abel
```

## Descending from a matrix of weight $-1$

Write $\mathcal Z,\mathcal P,\mathcal M$ for the actions of the three pairs. They satisfy $[\mathcal Z,\mathcal M]=-\mathcal M$ and $[\mathcal P,\mathcal M]=2\mathcal Z$. Call the eigenvalue of $\mathcal Z$ the weight. Let $\mathcal Z D=-D$, and set $D_k=\mathcal M^kD$, written `(action M' M)^[k] D` in Lean. Then $\mathcal Z D_k=-(k+1)D_k$. This holds for $k=0$, and the induction step is

$$\mathcal Z D_{k+1}=\mathcal M\mathcal Z D_k-\mathcal M D_k=-(k+1)D_{k+1}-D_{k+1}=-(k+2)D_{k+1}.$$

In the code, `action_comm` exchanges the two actions, `ih` inserts the weight of $D_k$, and `module` collects the coefficients.

```lean
variable {Z' P' M' : Matrix m m ℂ} {Z P M : Matrix n n ℂ}

/-- If `D` has weight `-1` under the action of `Jz`, then lowering it `k` times
gives weight `-(k+1)`. -/
theorem weight_lowered (h' : IsLoweringFor Z' P' M') (h : IsLoweringFor Z P M)
    {D : Matrix m n ℂ} (hZ : action Z' Z D = -D) (k : ℕ) :
    action Z' Z ((action M' M)^[k] D) = (-((k : ℂ) + 1)) • (action M' M)^[k] D := by
  induction k with
  | zero =>
    rw [Function.iterate_zero_apply, hZ]
    push_cast
    module
  | succ k ih =>
    rw [Function.iterate_succ_apply' (action M' M) k D, action_comm, ih, h'.lower, h.lower,
      action_neg, map_smul]
    push_cast
    module
```

Suppose also that $\mathcal P D=0$. Raising $D_1$ gives $\mathcal P D_1=\mathcal M\mathcal P D+2\mathcal Z D=-2D$. In general

$$\mathcal P D_{k+1}=-(k+1)(k+2)D_k ,$$

because the induction step reads

$$\mathcal P D_{k+2}=\mathcal M\mathcal P D_{k+1}+2\mathcal Z D_{k+1}
=-\big[(k+1)(k+2)+2(k+2)\big]D_{k+1}=-(k+2)(k+3)D_{k+1}.$$

```lean
/-- If `D` has weight `-1` and is annihilated by the action of `J+`, then raising its
`(k+1)`-fold lowered descendant gives `-(k+1)(k+2)` times the `k`-fold one. -/
theorem raise_lowered (h' : IsLoweringFor Z' P' M') (h : IsLoweringFor Z P M)
    {D : Matrix m n ℂ} (hP : action P' P D = 0) (hZ : action Z' Z D = -D) (k : ℕ) :
    action P' P ((action M' M)^[k + 1] D) =
      (-(((k : ℂ) + 1) * ((k : ℂ) + 2))) • (action M' M)^[k] D := by
  induction k with
  | zero =>
    rw [Function.iterate_succ_apply' (action M' M) 0 D, Function.iterate_zero_apply,
      action_comm, h'.comm, h.comm, action_two, hP, hZ, map_zero]
    push_cast
    module
  | succ k ih =>
    rw [Function.iterate_succ_apply' (action M' M) (k + 1) D, action_comm, h'.comm, h.comm,
      action_two, ih, weight_lowered h' h hZ (k + 1), map_smul,
      ← Function.iterate_succ_apply' (action M' M) k D]
    push_cast
    module
```

The coefficient $-(k+1)(k+2)$ is never zero. If $D\neq0$, then no $D_k$ vanishes, since $D_{k+1}=0$ would force $D_k=0$. The $D_k$ would then be eigenvectors of $\mathcal Z$ with distinct eigenvalues $-1,-2,-3,\dots$, hence linearly independent. The space of $m\times n$ matrices has dimension $mn$ and cannot hold $mn+1$ of them, so $D=0$. Physically, a state annihilated by $J_+$ in a finite multiplet has $m_j=j\ge0$, never $-1$.

The statement `hne` is the non-vanishing of all $D_k$. Mathlib's theorem on eigenvectors with distinct eigenvalues supplies the independence, and `omega` closes the count.

```lean
/-- If each of two finite systems has a lowering operator for its `Jz` and `J+`, then a matrix of
weight `-1` between them that is annihilated by the action of `J+` vanishes. -/
theorem eq_zero_of_weight_neg_one (h' : IsLoweringFor Z' P' M') (h : IsLoweringFor Z P M)
    {D : Matrix m n ℂ} (hP : action P' P D = 0) (hZ : action Z' Z D = -D) : D = 0 := by
  by_contra hD
  -- no descendant of a non-zero `D` can vanish, since raising recovers the previous one
  have hne : ∀ k : ℕ, (action M' M)^[k] D ≠ 0 := by
    intro k
    induction k with
    | zero => exact hD
    | succ k ih =>
      intro h0
      have hr := raise_lowered h' h hP hZ k
      rw [h0, map_zero] at hr
      have h1 : (k : ℂ) + 1 ≠ 0 := by exact_mod_cast Nat.succ_ne_zero k
      have h2 : (k : ℂ) + 2 ≠ 0 := by exact_mod_cast Nat.succ_ne_zero (k + 1)
      exact (smul_ne_zero (neg_ne_zero.mpr (mul_ne_zero h1 h2)) ih) hr.symm
  -- the descendants have distinct weights, so there are too many independent matrices
  have li := Module.End.eigenvectors_linearIndependent' (action Z' Z)
    (fun i : Fin (Module.finrank ℂ (Matrix m n ℂ) + 1) => -(((i : ℕ) : ℂ) + 1))
    (by
      intro i j hij
      have hij' : -(((i : ℕ) : ℂ) + 1) = -(((j : ℕ) : ℂ) + 1) := hij
      have hc : ((i : ℕ) : ℂ) = ((j : ℕ) : ℂ) := by linear_combination (-1 : ℂ) * hij'
      exact Fin.ext (Nat.cast_injective hc))
    (fun i => (action M' M)^[(i : ℕ)] D)
    (fun i => ⟨Module.End.mem_eigenspace_iff.mpr (weight_lowered h' h hZ i), hne i⟩)
  have hcard := li.fintype_card_le_finrank
  rw [Fintype.card_fin] at hcard
  omega
```

## The lowering operator follows

Let $T$ intertwine the first two operators of the systems: $Z'T=TZ$ and $P'T=TP$, that is, $\mathcal Z T=0$ and $\mathcal P T=0$. The mismatch $D=M'T-TM=\mathcal M T$ satisfies

$$\mathcal P D=\mathcal M\mathcal P T+2\mathcal Z T=0,\qquad
\mathcal Z D=\mathcal M\mathcal Z T-\mathcal M T=-D .$$

By the previous step $D=0$, so $M'T=TM$. The matrix $T$ need be neither square nor invertible.

```lean
/-- A rectangular matrix `T` that intertwines `Jz` and `J+` of two finite systems
also intertwines their lowering operators. -/
theorem intertwines_lowering (h' : IsLoweringFor Z' P' M') (h : IsLoweringFor Z P M)
    (T : Matrix m n ℂ) (hZ : Z' * T = T * Z) (hP : P' * T = T * P) : M' * T = T * M := by
  have hZ0 : action Z' Z T = 0 := sub_eq_zero.mpr hZ
  have hP0 : action P' P T = 0 := sub_eq_zero.mpr hP
  -- the mismatch `M' T - T M` has weight `-1` and is annihilated by `J+`
  have key : action M' M T = 0 := by
    apply eq_zero_of_weight_neg_one h' h
    · rw [action_comm, h'.comm, h.comm, action_two, hP0, hZ0, map_zero, smul_zero, add_zero]
    · rw [action_comm, h'.lower, h.lower, action_neg, hZ0, map_zero, zero_add]
  exact sub_eq_zero.mp key
```

Now let the two systems share $J_z$ and $J_+$, with lowering operators $A$ and $B$, and take $T=1$. Then $A\cdot1=1\cdot B$, which is the uniqueness claim.

The smallest non-empty case is spin 0. All $1\times1$ matrices commute, so the two relations give $J_-=0$ and $J_z=0$, whatever the number $J_+$.

Both relations are needed, as spin 1/2 shows. Every multiple $cJ_-$ satisfies the first, and every $J_-+c\,1$ satisfies the second. These remarks on spin 0 and spin 1/2 are pencil calculations, separate from the code.

```lean
/-- The lowering operator is unique: two complex square matrices that both play the role
of `J-` for the same `Jz` and `J+` are equal. -/
theorem lowering_unique {A B : Matrix n n ℂ} (hA : IsLoweringFor Z P A)
    (hB : IsLoweringFor Z P B) : A = B := by
  have h := intertwines_lowering hA hB 1 (by rw [mul_one, one_mul]) (by rw [mul_one, one_mul])
  rwa [mul_one, one_mul] at h
```

## When $J_-$ is the adjoint of $J_+$

Assume now all three ladder relations, for matrices written in an orthonormal basis, where the adjoint is the conjugate transpose. Then $J_-=J_+^\dagger$ holds exactly when $[J_+,J_+^\dagger]=2J_z$.

One direction is substitution into $[J_+,J_-]=2J_z$. For the other, $[J_+,J_+^\dagger]$ is Hermitian, so $J_z$ is Hermitian too. The adjoint of $[J_z,J_+]=J_+$ is then $[J_z,J_+^\dagger]=-J_+^\dagger$. Hence $J_+^\dagger$ satisfies both relations required of a lowering operator, and uniqueness identifies it with $J_-$. In Lean, `Pᴴ` is the conjugate transpose, and `hR` is the third relation.

```lean
/-- For complex square matrices with all three ladder relations, `J-` is the adjoint of `J+`
exactly when `[J+, J+†] = 2 Jz`. -/
theorem lowering_eq_adjoint_iff (hR : Z * P - P * Z = P) (h : IsLoweringFor Z P M) :
    M = Pᴴ ↔ P * Pᴴ - Pᴴ * P = 2 * Z := by
  constructor
  · intro hM
    rw [← hM]
    exact h.comm
  · intro hc
    -- the commutator of `J+` with its adjoint is Hermitian, hence so is `Jz`
    have h2 : Zᴴ + Zᴴ = Z + Z := by
      rw [← Matrix.conjTranspose_add, ← two_mul, ← hc, Matrix.conjTranspose_sub,
        Matrix.conjTranspose_mul, Matrix.conjTranspose_mul, Matrix.conjTranspose_conjTranspose]
    have hZ : Zᴴ = Z := by
      calc Zᴴ = (1 / 2 : ℂ) • (Zᴴ + Zᴴ) := by module
        _ = (1 / 2 : ℂ) • (Z + Z) := by rw [h2]
        _ = Z := by module
    have hL := congrArg Matrix.conjTranspose hR
    rw [Matrix.conjTranspose_sub, Matrix.conjTranspose_mul, Matrix.conjTranspose_mul, hZ] at hL
    refine lowering_unique h ⟨?_, hc⟩
    rw [← neg_sub, hL]
```

A rescaled spin 1/2 shows that the adjoint property can fail while all three relations hold. Keep $J_z=\mathrm{diag}(\tfrac12,-\tfrac12)$, double $J_+$ and halve $J_-$. The products in $[J_+,J_-]$ are unchanged, but $J_-$ is no longer $J_+^\dagger$. The matrix $T=\mathrm{diag}(2,1)$ commutes with $J_z$ and carries the usual $J_+$ to the doubled one, so the hypotheses of the intertwining theorem are met with two different systems. The proof compares the matrices entry by entry.

```lean
/-- Spin-1/2 matrices and a rescaled set with `J-` not adjoint to `J+` obey the ladder
relations, and `diag(2, 1)` intertwines their `Jz` and `J+`. -/
theorem intertwines_lowering_witness :
    let Jz : Matrix (Fin 2) (Fin 2) ℂ := !![1 / 2, 0; 0, -1 / 2]
    let T : Matrix (Fin 2) (Fin 2) ℂ := !![2, 0; 0, 1]
    IsLoweringFor Jz !![0, 1; 0, 0] !![0, 0; 1, 0] ∧
      IsLoweringFor Jz !![0, 2; 0, 0] !![0, 0; 1 / 2, 0] ∧
      Jz * !![0, 1; 0, 0] - !![0, 1; 0, 0] * Jz = !![0, 1; 0, 0] ∧
      Jz * !![0, 2; 0, 0] - !![0, 2; 0, 0] * Jz = !![0, 2; 0, 0] ∧
      Jz * T = T * Jz ∧ !![0, 2; 0, 0] * T = T * !![0, 1; 0, 0] := by
  intro Jz T
  -- write `2 Jz` as `Jz + Jz`, then compare entries
  refine ⟨⟨?_, Eq.trans ?_ (two_mul Jz).symm⟩, ⟨?_, Eq.trans ?_ (two_mul Jz).symm⟩,
    ?_, ?_, ?_, ?_⟩ <;> ext i j <;> fin_cases i <;> fin_cases j <;>
    simp [Jz, T, Matrix.mul_apply, Fin.sum_univ_two] <;> norm_num
```

## A ladder without ends

The count of independent matrices used finite dimension. Without any such restriction uniqueness fails, as an endless ladder shows. Take all complex sequences $f(k)$ with $k$ running over the integers, with no norm or inner product, and let $J_z$ multiply by the site number:

$$(J_zf)(k)=k\,f(k).$$

```lean
/-- `Jz` on two-sided sequences: multiplication of the `k`-th entry by `k`. -/
def seqJz : Module.End ℂ (ℤ → ℂ) where
  toFun f k := (k : ℂ) * f k
  map_add' f g := funext fun k => mul_add (k : ℂ) (f k) (g k)
  map_smul' c f := funext fun k => mul_left_comm (k : ℂ) c (f k)
```

Let $J_+$ move the sequence up by one site, with amplitude 1 in place of the textbook square root:

$$(J_+f)(k)=f(k-1).$$

```lean
/-- `J+` on two-sided sequences: the shift by one site. -/
def seqJp : Module.End ℂ (ℤ → ℂ) where
  toFun f k := f (k - 1)
  map_add' _ _ := rfl
  map_smul' _ _ := rfl
```

For any complex number $c$, define a candidate for $J_-$ by

$$(J_-^{(c)}f)(k)=\big(c-k(k+1)\big)f(k+1).$$

The constant $c$ is the value of $J^2=J_-J_++J_z^2+J_z$. In a finite multiplet it equals $j(j+1)$, because $J_+$ annihilates the top state; here there is no top state to fix it.

```lean
/-- The backward shift with amplitude `c - k(k+1)` at site `k`. -/
def seqJm (c : ℂ) : Module.End ℂ (ℤ → ℂ) where
  toFun f k := (c - (k : ℂ) * ((k : ℂ) + 1)) * f (k + 1)
  map_add' f g := funext fun k => mul_add _ (f (k + 1)) (g (k + 1))
  map_smul' a f := funext fun k => mul_left_comm _ a (f (k + 1))
```

The relations follow by substitution:

$$([J_z,J_+]f)(k)=\big(k-(k-1)\big)f(k-1)=(J_+f)(k),$$

$$([J_z,J_-^{(c)}]f)(k)=\big(k-(k+1)\big)\big(c-k(k+1)\big)f(k+1)=-(J_-^{(c)}f)(k),$$

$$([J_+,J_-^{(c)}]f)(k)=\big[c-(k-1)k-c+k(k+1)\big]f(k)=2k\,f(k).$$

Applied to the constant sequence 1, $J_-^{(c)}$ gives the value $c$ at site 0, so different $c$ give different operators. This is the statement `Function.Injective seqJm`. In the proof, `change` writes out each relation at site $k$ and `ring` checks the resulting polynomial identity.

```lean
/-- Uniqueness fails in infinite dimension: on two-sided sequences all three ladder relations
hold for every `c`, and different `c` give different lowering operators. -/
theorem not_unique_on_sequences :
    seqJz * seqJp - seqJp * seqJz = seqJp ∧
      (∀ c, IsLoweringFor seqJz seqJp (seqJm c)) ∧ Function.Injective seqJm := by
  refine ⟨?_, fun c => ⟨?_, ?_⟩, ?_⟩
  · refine LinearMap.ext fun f => funext fun k => ?_
    change (k : ℂ) * f (k - 1) - ((k - 1 : ℤ) : ℂ) * f (k - 1) = f (k - 1)
    push_cast
    ring
  · refine LinearMap.ext fun f => funext fun k => ?_
    change (k : ℂ) * ((c - (k : ℂ) * ((k : ℂ) + 1)) * f (k + 1)) -
      (c - (k : ℂ) * ((k : ℂ) + 1)) * (((k + 1 : ℤ) : ℂ) * f (k + 1)) =
      -((c - (k : ℂ) * ((k : ℂ) + 1)) * f (k + 1))
    push_cast
    ring
  · rw [two_mul]
    refine LinearMap.ext fun f => funext fun k => ?_
    change (c - ((k - 1 : ℤ) : ℂ) * (((k - 1 : ℤ) : ℂ) + 1)) * f (k - 1 + 1) -
      (c - (k : ℂ) * ((k : ℂ) + 1)) * f (k + 1 - 1) = (k : ℂ) * f k + (k : ℂ) * f k
    have h1 : k - 1 + 1 = k := by ring
    have h2 : k + 1 - 1 = k := by ring
    rw [h1, h2]
    push_cast
    ring
  · intro c d h
    -- compare the two operators on the constant sequence at site zero
    have h0 := congrFun (LinearMap.congr_fun h (fun _ => (1 : ℂ))) 0
    change (c - ((0 : ℤ) : ℂ) * (((0 : ℤ) : ℂ) + 1)) * 1 =
      (d - ((0 : ℤ) : ℂ) * (((0 : ℤ) : ℂ) + 1)) * 1 at h0
    simpa using h0

end

end LoweringOperatorUniqueness
```

```lean
#print axioms LoweringOperatorUniqueness.intertwines_lowering
-- 'LoweringOperatorUniqueness.intertwines_lowering' depends on axioms: [propext, Classical.choice, Quot.sound]
#print axioms LoweringOperatorUniqueness.lowering_eq_adjoint_iff
-- 'LoweringOperatorUniqueness.lowering_eq_adjoint_iff' depends on axioms: [propext, Classical.choice, Quot.sound]
#print axioms LoweringOperatorUniqueness.not_unique_on_sequences
-- 'LoweringOperatorUniqueness.not_unique_on_sequences' depends on axioms: [propext, Classical.choice, Quot.sound]
```
